# The interstitial overlap matrix of plane waves on a periodic grid has its eigenvalues in [0,1]

## Grid, plane waves and overlap

Take a periodic grid with $N>0$ points along each of $d$ directions. Points $x$ and wavevectors $g$ are both integer vectors modulo $N$, with plane waves and overlaps

$$\varphi_g(x)=e^{2\pi i\,g\cdot x/N},\qquad T_{gh}=\frac1{N^d}\sum_{x\in S}e^{-2\pi i(g-h)\cdot x/N},\qquad g,h\in B.$$

Here $S$ is the set of interstitial points and $B$ the plane-wave basis. Coefficients $c$ define $\psi_c(x)=\sum_{h\in B}c_h\varphi_h(x)$. This function is unnormalised: for $c^\dagger c=1$, the normalised orbital is $N^{-d/2}\psi_c$.

## The step function in an LAPW calculation

In an LAPW code, the interstitial overlap of two plane waves is the Fourier coefficient, at the difference of their wavevectors, of the step function that is 1 in the interstitial region outside the muffin-tin spheres and 0 inside them. For muffin-tin spheres in a continuous cell this coefficient is known analytically; here it is a grid sum, and differences are taken modulo $N$. In this finite model, an eigenvalue outside $[0,1]$ by more than rounding error shows that the matrix or its eigenvalues were computed wrongly, and a zero eigenvalue means that the plane waves are linearly dependent on the interstitial points.

## What is stated

`overlap_spectrum` says that, for any $S$ and $B$, $T$ is Hermitian, every eigenvalue is a real number in $[0,1]$, and $\operatorname{tr}T=|B|\,|S|/N^d$, the basis size times the volume fraction. An eigenvalue enters as a complex `μ` with a nonzero `c` satisfying `overlap S B *ᵥ c = μ • c`; the conclusion gives a real `r` in the interval with `μ = r`.

Two further theorems give conditions under which the ends are reached:

- If $|S|<|B|$, some $c\neq0$ has $Tc=0$.
- If $N^d<|S|+|B|$, some $c\neq0$ has $Tc=c$.

In Lean, `Grid d N` holds both points and wavevectors, `S` and `B` are finite subsets of it, and `NeZero N` says $N>0$. The case $d=1$ is the grid $\mathbb Z/N$. `planeWave` uses Mathlib's standard character of `ZMod N`, which `planeWave_eq_exp` identifies with the exponential above. The set $S$ need not come from spheres, and the sphere contributions to the full LAPW overlap are absent.

## Derivation

**Orthogonality.** If $g\ne0$, some component $g_i\neq0$. Shifting $x$ by one step along $i$ permutes the grid and multiplies $\sum_x\varphi_g(x)$ by $e^{2\pi i g_i/N}\neq1$, so the sum vanishes. For $g=0$ it is $N^d$. Hence $T=1$ when $S$ is the whole grid.

**Quadratic form.** Since $\varphi_{h-g}=\varphi_g^*\varphi_h$, we have $T_{hg}=T_{gh}^*$ and

$$(Tc)_g=\frac1{N^d}\sum_{x\in S}\varphi_g^*(x)\psi_c(x),\qquad c^\dagger Tc=\frac1{N^d}\sum_{x\in S}|\psi_c(x)|^2 .$$

For the whole grid, the second formula reads $c^\dagger c=N^{-d}\sum_x|\psi_c(x)|^2$.

**Eigenvalues.** If $Tc=\mu c$ with $c\neq0$, then $c^\dagger Tc=\mu\,c^\dagger c$, so

$$\mu=\frac{\sum_{x\in S}|\psi_c(x)|^2}{\sum_{x}|\psi_c(x)|^2}\in[0,1].$$

The eigenvalue is the fraction of the orbital's squared norm that lies in $S$.

**Trace.** Each diagonal entry is $|S|/N^d$, and there are $|B|$ of them.

**Ends of the interval.** If $|S|<|B|$, the linear map taking $c$ to the values of $\psi_c$ on $S$ has a nonzero kernel vector, and the formula for $Tc$ gives zero. If $N^d<|S|+|B|$, the complement of $S$ has fewer than $|B|$ points, so its overlap matrix annihilates some $c\neq0$. The two overlap matrices add to the identity, hence $Tc=c$.

## Four points, three plane waves

Let $d=1$, $N=4$, $S=\{0,1\}$. For $B=\{0,1\}$,

$$T=\frac14\begin{pmatrix}2&1+i\\1-i&2\end{pmatrix},\qquad \mu=\frac12\pm\frac{\sqrt2}4\approx0.854,\ 0.146,$$

with trace $1=2\cdot\frac24$. Adding $g=2$ to the basis gives $|B|=3>|S|$ and $|S|+|B|=5>4$, so 0 and 1 are both eigenvalues. The trace is $\frac32$, so the third is $\frac12$. A null vector is $c=(1,-1+i,-i)$, whose wave vanishes at $x=0$ and $x=1$.

## The Lean file

```lean
import Mathlib

open Matrix
open scoped ComplexOrder

namespace InterstitialOverlap

noncomputable section

/-- The periodic grid with `N` points along each of `d` directions; it labels both
the points of the cell and the plane waves. -/
abbrev Grid (d N : ℕ) := Fin d → ZMod N

variable {d N : ℕ} [NeZero N]

/-- The plane wave `exp(2πi g·x/N)` with wavevector `g` at the grid point `x`. -/
def planeWave (g x : Grid d N) : ℂ := ZMod.stdAddChar (g ⬝ᵥ x)

/-- The overlap matrix of the plane waves in `B` restricted to the region `S`, with entries
`N⁻ᵈ ∑ exp(-2πi (g-h)·x/N)`, the sum running over `x` in `S`. -/
def overlap (S B : Finset (Grid d N)) : Matrix B B ℂ :=
  Matrix.of fun g h => 1 / (N : ℂ) ^ d * ∑ x ∈ S, planeWave (h.1 - g.1) x

/-- The wave function on the grid with plane-wave coefficients `c`. -/
def wave {B : Finset (Grid d N)} (c : B → ℂ) (x : Grid d N) : ℂ :=
  ∑ h : B, c h * planeWave h.1 x

/-- On integer representatives, the plane wave is the explicit complex exponential. -/
theorem planeWave_eq_exp (g x : Fin d → ℤ) :
    planeWave (N := N) (fun i => (g i : ZMod N)) (fun i => (x i : ZMod N)) =
      Complex.exp (2 * Real.pi * Complex.I * (∑ i, g i * x i : ℤ) / N) := by
  have h : (fun i => (g i : ZMod N)) ⬝ᵥ (fun i => (x i : ZMod N)) =
      ((∑ i, g i * x i : ℤ) : ZMod N) := by
    simp [dotProduct]
  rw [planeWave, h, ZMod.stdAddChar_coe]

/-- The plane wave of a wavevector difference is the product of one plane wave with the
complex conjugate of the other. -/
theorem planeWave_sub (g h x : Grid d N) :
    planeWave (h - g) x = star (planeWave g x) * planeWave h x := by
  unfold planeWave
  rw [sub_eq_add_neg, add_dotProduct, neg_dotProduct, AddChar.map_add_eq_mul,
    AddChar.map_neg_eq_conj, mul_comm]
  rfl

/-- Summed over the whole grid, a plane wave gives the number of grid points if its
wavevector is zero, and zero otherwise. -/
theorem sum_planeWave (g : Grid d N) :
    ∑ x, planeWave g x = if g = 0 then (N : ℂ) ^ d else 0 := by
  split_ifs with hg
  · subst hg
    simp [planeWave]
  · obtain ⟨i, hi⟩ := Function.ne_iff.mp hg
    let ψ : AddChar (Grid d N) ℂ :=
      { toFun := planeWave g
        map_zero_eq_one' := by simp [planeWave]
        map_add_eq_mul' := fun x y => by
          simp [planeWave, dotProduct_add, AddChar.map_add_eq_mul] }
    -- the character is non-trivial: look at one step along direction `i`
    have hψ : ψ ≠ 1 := by
      intro h
      have h1 : ψ (Pi.single i 1) = 1 := by rw [h, AddChar.one_apply]
      have h2 : g ⬝ᵥ Pi.single i 1 = g i := by simp
      change ZMod.stdAddChar (g ⬝ᵥ Pi.single i 1) = (1 : ℂ) at h1
      rw [h2] at h1
      exact hi (ZMod.injective_stdAddChar (h1.trans (AddChar.map_zero_eq_one _).symm))
    exact AddChar.sum_eq_zero_of_ne_one hψ

/-- Over the full cell the plane waves are orthonormal. -/
theorem overlap_univ (B : Finset (Grid d N)) : overlap Finset.univ B = 1 := by
  have hN : (N : ℂ) ≠ 0 := Nat.cast_ne_zero.mpr (NeZero.ne N)
  ext g h
  simp only [overlap, Matrix.of_apply, sum_planeWave, Matrix.one_apply]
  by_cases hgh : g = h
  · subst hgh
    simp [hN]
  · have h0 : h.1 - g.1 ≠ 0 := fun h0 => hgh (Subtype.ext (sub_eq_zero.mp h0).symm)
    rw [if_neg h0, if_neg hgh, mul_zero]

/-- The overlaps of a region and of its complement add up to the identity. -/
theorem overlap_add_compl (S B : Finset (Grid d N)) :
    overlap S B + overlap Sᶜ B = 1 := by
  rw [← overlap_univ B]
  ext g h
  simp only [overlap, Matrix.add_apply, Matrix.of_apply]
  rw [← mul_add, Finset.sum_add_sum_compl]

/-- The overlap matrix restricts the wave function to `S` and projects it back on the
plane waves of the basis. -/
theorem overlap_mulVec (S B : Finset (Grid d N)) (c : B → ℂ) (g : B) :
    (overlap S B *ᵥ c) g =
      1 / (N : ℂ) ^ d * ∑ x ∈ S, star (planeWave g.1 x) * wave c x := by
  simp only [Matrix.mulVec, dotProduct, overlap, Matrix.of_apply, planeWave_sub, wave,
    Finset.mul_sum, Finset.sum_mul]
  rw [Finset.sum_comm]
  exact Finset.sum_congr rfl fun x _ => Finset.sum_congr rfl fun h _ => by ring

/-- The quadratic form of the overlap matrix is the sum of the density `|ψ|²` over `S`,
divided by the number of grid points. -/
theorem overlap_quadratic (S B : Finset (Grid d N)) (c : B → ℂ) :
    star c ⬝ᵥ (overlap S B *ᵥ c) =
      ((1 / (N : ℝ) ^ d * ∑ x ∈ S, ‖wave c x‖ ^ 2 : ℝ) : ℂ) := by
  have key : ∀ x, ((‖wave c x‖ ^ 2 : ℝ) : ℂ) =
      ∑ g : B, star (c g) * (star (planeWave g.1 x) * wave c x) := by
    intro x
    have hconj : (starRingEnd ℂ) (wave c x) =
        ∑ g : B, star (c g) * star (planeWave g.1 x) := by
      simp [wave, map_sum]
    rw [← Complex.normSq_eq_norm_sq, Complex.normSq_eq_conj_mul_self, hconj, Finset.sum_mul]
    exact Finset.sum_congr rfl fun g _ => by ring
  simp only [dotProduct, Pi.star_apply, overlap_mulVec]
  rw [Complex.ofReal_mul, Complex.ofReal_sum]
  simp only [key, Finset.mul_sum]
  rw [Finset.sum_comm]
  refine Finset.sum_congr rfl fun x _ => Finset.sum_congr rfl fun g _ => ?_
  push_cast
  ring

/-- The interstitial overlap matrix is Hermitian, its eigenvalues are real and lie in `[0,1]`,
and its trace is the basis size times the volume fraction of `S`. -/
theorem overlap_spectrum (S B : Finset (Grid d N)) :
    (overlap S B).IsHermitian ∧
    (∀ (μ : ℂ) (c : B → ℂ), c ≠ 0 → overlap S B *ᵥ c = μ • c →
      ∃ r ∈ Set.Icc (0 : ℝ) 1, μ = r) ∧
    (overlap S B).trace = B.card * (S.card / (N : ℂ) ^ d) := by
  refine ⟨?_, ?_, ?_⟩
  · exact Matrix.IsHermitian.ext fun g h => by simp [overlap, planeWave_sub, mul_comm]
  · intro μ c hc hμ
    -- `hP` concerns the squared norm inside `S`, `hA` that in the full cell, each over `N ^ d`
    have hP := overlap_quadratic S B c
    have hA := overlap_quadratic Finset.univ B c
    rw [hμ, dotProduct_smul, smul_eq_mul] at hP
    rw [overlap_univ, Matrix.one_mulVec] at hA
    have hle : 1 / (N : ℝ) ^ d * ∑ x ∈ S, ‖wave c x‖ ^ 2 ≤
        1 / (N : ℝ) ^ d * ∑ x, ‖wave c x‖ ^ 2 :=
      mul_le_mul_of_nonneg_left
        (Finset.sum_le_sum_of_subset_of_nonneg (Finset.subset_univ S)
          fun x _ _ => by positivity) (by positivity)
    have hP0 : 0 ≤ 1 / (N : ℝ) ^ d * ∑ x ∈ S, ‖wave c x‖ ^ 2 := by positivity
    have hne : star c ⬝ᵥ c ≠ 0 := fun h => hc (dotProduct_star_self_eq_zero.mp h)
    rw [hA] at hP hne
    refine ⟨_, ⟨div_nonneg hP0 (hP0.trans hle), div_le_one_of_le₀ hle (hP0.trans hle)⟩, ?_⟩
    rw [Complex.ofReal_div, eq_div_iff hne]
    exact hP
  · have hdiag : ∀ g : B, overlap S B g g = S.card / (N : ℂ) ^ d := by
      intro g
      simp [overlap, planeWave, div_eq_mul_inv, mul_comm]
    simp only [Matrix.trace, Matrix.diag_apply, hdiag]
    simp

/-- With more plane waves than grid points in `S`, some nonzero coefficient vector is
annihilated by the overlap matrix. -/
theorem exists_null_vector (S B : Finset (Grid d N)) (hcard : S.card < B.card) :
    ∃ c : B → ℂ, c ≠ 0 ∧ overlap S B *ᵥ c = 0 := by
  -- evaluation on `S` maps to a space of smaller dimension
  let L : (B → ℂ) →ₗ[ℂ] (S → ℂ) :=
    Matrix.mulVecLin (Matrix.of fun (x : S) (h : B) => planeWave h.1 x.1)
  have hker : LinearMap.ker L ≠ ⊥ :=
    LinearMap.ker_ne_bot_of_finrank_lt (by simpa using hcard)
  obtain ⟨c, hc, hne⟩ := Submodule.exists_mem_ne_zero_of_ne_bot hker
  refine ⟨c, hne, ?_⟩
  have hw : ∀ x ∈ S, wave c x = 0 := by
    intro x hx
    have h := congrFun (LinearMap.mem_ker.mp hc) ⟨x, hx⟩
    simpa [L, Matrix.mulVec, dotProduct, wave, mul_comm] using h
  ext g
  rw [overlap_mulVec, Finset.sum_eq_zero fun x hx => by rw [hw x hx, mul_zero]]
  simp

/-- With more plane waves than grid points outside `S`, some nonzero coefficient vector is
left unchanged by the overlap matrix. -/
theorem exists_fixed_vector (S B : Finset (Grid d N)) (hcard : N ^ d < S.card + B.card) :
    ∃ c : B → ℂ, c ≠ 0 ∧ overlap S B *ᵥ c = c := by
  have hS : S.card + Sᶜ.card = N ^ d := by
    rw [Finset.card_add_card_compl]
    simp
  obtain ⟨c, hne, h0⟩ := exists_null_vector Sᶜ B (by linarith)
  refine ⟨c, hne, ?_⟩
  have h := congrArg (fun M => M *ᵥ c) (overlap_add_compl S B)
  simpa [Matrix.add_mulVec, h0] using h

end

end InterstitialOverlap
```

```lean
#print axioms InterstitialOverlap.planeWave_eq_exp
#print axioms InterstitialOverlap.overlap_spectrum
#print axioms InterstitialOverlap.exists_fixed_vector
```

```
'InterstitialOverlap.planeWave_eq_exp' depends on axioms: [propext, Classical.choice, Quot.sound]
'InterstitialOverlap.overlap_spectrum' depends on axioms: [propext, Classical.choice, Quot.sound]
'InterstitialOverlap.exists_fixed_vector' depends on axioms: [propext, Classical.choice, Quot.sound]
```

## How the proof follows the derivation

`sum_planeWave` packages $\varphi_g$ as a character `ψ` of the grid. One step along direction `i` shows that it is non-trivial, and Mathlib's theorem on character sums replaces the shift argument. `overlap_univ` and `overlap_add_compl` then give the identity matrix and the complement rule.

`planeWave_sub` factorises the phase, `overlap_mulVec` gives $Tc$, and `overlap_quadratic` gives the quadratic form, mainly by exchanging finite sums.

In `overlap_spectrum`, `hP` and `hA` are the quadratic forms for $S$ and for the full cell. `hle` compares them, `hne` makes the denominator nonzero, and the division lemmas place the ratio in $[0,1]$. `hdiag` supplies the trace.

`exists_null_vector` obtains the kernel vector from the dimension inequality, and `exists_fixed_vector` applies it to `Sᶜ`.
